# Matching value and slope at the image plane fixes two parameters of a two-branch potential

Two branches of a potential meet at the image plane, one with value `-U0 / (A + 1)` and slope `U0 * A * B / (A + 1) ^ 2`, the other with value `-k / 4` and slope `k ^ 2 / 8`. The lemma says that, for real parameters with `k` and `A` positive, both pairs agree exactly when `A = 4 * U0 / k - 1` and `B = 2 * U0 / A`. The values and slopes enter as given expressions; the branches are not defined as functions, and no derivative is taken. The attempt clears the denominators and then proves each direction with `linear_combination`, cancelling the nonzero factor `k * (A + 1)` to obtain the formula for `B`.

As first written in Lean, the proof fails:

```lean
import Mathlib

open Filter Topology

namespace MatchingIff

noncomputable section

/-- For `k, A > 0`, values and slopes of the two branches agree at the image plane exactly
when `A = 4U0/k - 1` and `B = 2U0/A`. -/
theorem matching_iff {U0 A B k : ℝ} (hk : 0 < k) (hA : 0 < A) :
    (-U0 / (A + 1) = -k / 4 ∧ U0 * A * B / (A + 1) ^ 2 = k ^ 2 / 8) ↔
      A = 4 * U0 / k - 1 ∧ B = 2 * U0 / A := by
  have hA1 : A + 1 ≠ 0 := by positivity
  rw [div_eq_div_iff hA1 (by norm_num), div_eq_div_iff (pow_ne_zero 2 hA1) (by norm_num),
    eq_sub_iff_add_eq, eq_div_iff hk.ne', eq_div_iff hA.ne']
  constructor
  · rintro ⟨h1, h2⟩
    refine ⟨by linear_combination -h1, ?_⟩
    have hne : k * (A + 1) ≠ 0 := mul_ne_zero hk.ne' hA1
    -- divide the slope condition by the common factor `k (A + 1)`
    have h3 : k * (A + 1) * (B * A) = k * (A + 1) * (2 * U0) := by
      linear_combination h2 / 2 - (A * B + k * (A + 1) / 2) * h1 -
        (-(A * B) / 2 - k * (A + 1) / 2 + A * B / 2 + k * (A + 1) / 2) * h1 +
        2 * (A * B) * h1 - 2 * (A * B) * h1 +
        (A * B + k * (A + 1) / 2) * h1 - h2 / 2 +
        (h2 / 2 + (A * B) * h1 + (k * (A + 1) / 2) * h1)
    exact mul_left_cancel₀ hne h3
  · rintro ⟨h1, h2⟩
    exact ⟨by linear_combination -h1,
      by linear_combination 8 * U0 * h2 - (4 * U0 + k * (A + 1)) * h1⟩

end

end MatchingIff
```

Lean reports:

```
Main.lean:19:15: error: ring failed, ring expressions not equal
U0 A B k : ℝ
hk : 0 < k
hA : 0 < A
hA1 : A + 1 ≠ 0
h1 : -U0 * 4 = -k * (A + 1)
h2 : U0 * A * B * 8 = k ^ 2 * (A + 1) ^ 2
⊢ A * k * 2 + k * 2 - U0 * 8 = 0
Main.lean:30:14: error: ring failed, ring expressions not equal
U0 A B k : ℝ
hk : 0 < k
hA : 0 < A
hA1 : A + 1 ≠ 0
h1 : (A + 1) * k = 4 * U0
h2 : B * A = 2 * U0
⊢ -(U0 * 8) + A * k * 2 + k * 2 = 0
```

Cause. Both errors come from a wrong sign in `linear_combination -h1`. This tactic subtracts the proposed combination of hypotheses from the goal, left side minus right side in each, and asks `ring1` to show that the result is zero.

In the forward direction, the rewrites have turned the formula for `A` into `(A + 1) * k = 4 * U0`, while `h1` is `-U0 * 4 = -k * (A + 1)`. Both have the same difference of sides, `k * (A + 1) - 4 * U0`, so the coefficient must be `1`. With `-1` the two differences add instead of cancelling, which leaves the `A * k * 2 + k * 2 - U0 * 8` of the first message. In the reverse direction the two equations swap roles, and the same doubled expression remains. Using `h1` in both places makes the difference vanish.

The change to the long combination for `h3` is mere tidying: its terms already add up to the shorter expression, and neither message concerns it.

The mended proof, as a diff:

```diff
@@ -17,16 +17,12 @@
   constructor
   · rintro ⟨h1, h2⟩
-    refine ⟨by linear_combination -h1, ?_⟩
+    refine ⟨by linear_combination h1, ?_⟩
     have hne : k * (A + 1) ≠ 0 := mul_ne_zero hk.ne' hA1
     -- divide the slope condition by the common factor `k (A + 1)`
     have h3 : k * (A + 1) * (B * A) = k * (A + 1) * (2 * U0) := by
-      linear_combination h2 / 2 - (A * B + k * (A + 1) / 2) * h1 -
-        (-(A * B) / 2 - k * (A + 1) / 2 + A * B / 2 + k * (A + 1) / 2) * h1 +
-        2 * (A * B) * h1 - 2 * (A * B) * h1 +
-        (A * B + k * (A + 1) / 2) * h1 - h2 / 2 +
-        (h2 / 2 + (A * B) * h1 + (k * (A + 1) / 2) * h1)
+      linear_combination h2 / 2 + (A * B + k * (A + 1) / 2) * h1
     exact mul_left_cancel₀ hne h3
   · rintro ⟨h1, h2⟩
-    exact ⟨by linear_combination -h1,
+    exact ⟨by linear_combination h1,
       by linear_combination 8 * U0 * h2 - (4 * U0 + k * (A + 1)) * h1⟩
 
```
